# The 1s–2p dipole exchange integral for exponential orbitals

An atom with one electron in 1s and one in 2p has a singlet and a triplet term. In first order, with the same fixed orbitals for both, the terms are separated by exchange alone: the splitting is $\tfrac23G^1$, where $G^1$ is a radial integral over the product of the two orbitals. How large is $G^1$ when both orbitals are single exponentials?

Lengths are in bohr and energies in hartree. The orbitals have exponents $a,b>0$. For a bare nucleus of charge $Z$ these are $Z$ and $Z/2$; they are left independent here so that screening of the outer electron by the inner one can be included. The radial functions are

$$R_{1s}(r)=2\sqrt{a^3}\,e^{-ar},\qquad R_{2p}(r)=2\sqrt{b^5/3}\;r\,e^{-br}.$$

```lean
import Mathlib

open MeasureTheory Set Real

namespace DipoleExchange1s2p

noncomputable section

/-- 1s radial function with exponent `a`, with the prefactor that normalises it for `a > 0`. -/
def radial1s (a r : ℝ) : ℝ := 2 * √(a ^ 3) * exp (-(a * r))

/-- Single-exponential 2p radial function with exponent `b`, with the prefactor that normalises it
for `b > 0`. -/
def radial2p (b r : ℝ) : ℝ := 2 * √(b ^ 5 / 3) * r * exp (-(b * r))
```

The exchange density carries the volume factor: $q(r)=r^2R_{1s}(r)R_{2p}(r)$.

```lean
/-- Radial exchange density of a 1s and a 2p orbital, including the volume factor `r ^ 2`. -/
def exchangeDensity (a b r : ℝ) : ℝ := r ^ 2 * radial1s a r * radial2p b r
```

The dipole term of the Coulomb repulsion has the radial kernel $r_</r_>^2$, the smaller radius over the square of the larger. This kernel is taken as given, and the angular factor is left out. `slaterG1` is the iterated integral

$$G^1=\int_0^\infty q(s)\int_0^\infty \frac{\min(r,s)}{\max(r,s)^2}\,q(r)\,dr\,ds .$$

```lean
/-- Dipole Slater integral of a radial density `q`, with kernel (smaller radius)/(larger radius)². -/
def slaterG1 (q : ℝ → ℝ) : ℝ :=
  ∫ s in Ioi (0 : ℝ), q s * ∫ r in Ioi (0 : ℝ), min r s / max r s ^ 2 * q r
```

The kernel is symmetric in $r$ and $s$, which suggests keeping only $r>s$ and doubling. `orderedG1` is that form:

$$2\int_0^\infty s\,q(s)\int_s^\infty \frac{q(r)}{r^2}\,dr\,ds .$$

The two forms are evaluated separately below, so their agreement is established for the densities treated here, not for arbitrary $q$. In Lean, `Ioi s` is the range $r>s$ and `Ioc 0 s` is $0<r\le s$.

```lean
/-- Twice the part of the dipole Slater integral in which `r` is the larger radius. -/
def orderedG1 (q : ℝ → ℝ) : ℝ :=
  2 * ∫ s in Ioi (0 : ℝ), s * q s * ∫ r in Ioi s, q r / r ^ 2
```

**(a)** For $c>0$ and $n=0,1,2,\dots$, show that $r^ne^{-cr}$ is integrable on the half-line and that

$$\int_0^\infty r^ne^{-cr}\,dr=\frac{n!}{c^{n+1}}.$$

Call the integral $I_n$. Then $I_0=1/c$, and integration by parts gives $I_n=(n/c)\,I_{n-1}$ for $n\ge1$, hence the result. Lean takes the value from Mathlib's Gamma integral. Integrability then follows because Lean assigns the integral zero to a non-integrable function, and the value found is positive.

```lean
/-- The radial moments of an exponential are finite and equal `n! / c ^ (n + 1)`. -/
theorem radial_moment (n : ℕ) {c : ℝ} (hc : 0 < c) :
    Integrable (fun r : ℝ => r ^ n * exp (-(c * r))) (volume.restrict (Ioi 0)) ∧
    ∫ r in Ioi (0 : ℝ), r ^ n * exp (-(c * r)) = n.factorial / c ^ (n + 1) := by
  have hm : ∫ r in Ioi (0 : ℝ), r ^ n * exp (-(c * r)) = n.factorial / c ^ (n + 1) := by
    have h := Real.integral_rpow_mul_exp_neg_mul_Ioi (a := (n : ℝ) + 1) (r := c)
      (by positivity) hc
    have e : (1 / c) ^ ((n : ℝ) + 1) = (1 / c) ^ (n + 1) := by
      exact_mod_cast Real.rpow_natCast (1 / c) (n + 1)
    rw [Real.Gamma_nat_eq_factorial, e] at h
    simp only [add_sub_cancel_right, Real.rpow_natCast] at h
    rw [h, one_div, inv_pow, div_eq_inv_mul]
  refine ⟨?_, hm⟩
  -- a non-integrable function would have integral zero
  by_contra h
  rw [integral_undef h] at hm
  have : 0 < (n.factorial : ℝ) / c ^ (n + 1) := by positivity
  linarith
```

**(b)** For $c>0$ and $s\ge0$, show that

$$\int_0^s r^4e^{-cr}dr=\frac{24}{c^5}-\Big(\frac{s^4}{c}+\frac{4s^3}{c^2}+\frac{12s^2}{c^3}+\frac{24s}{c^4}+\frac{24}{c^5}\Big)e^{-cs}.$$

Let $P(r)$ be the bracket with $r$ in place of $s$. Then $(-Pe^{-cr})'=(cP-P')e^{-cr}$. Here

$$cP=r^4+\frac{4r^3}{c}+\frac{12r^2}{c^2}+\frac{24r}{c^3}+\frac{24}{c^4},$$

and $P'$ is the same expression without $r^4$, so the derivative is $r^4e^{-cr}$. The limits give $P(0)-P(s)e^{-cs}$. In the proof, `hd` is this derivative, and the fundamental theorem of calculus supplies the limits.

```lean
/-- Closed form of the integral of `r ^ 4 * exp (-c r)` over radii up to `s`. -/
theorem inner_integral {c s : ℝ} (hc : 0 < c) (hs : 0 ≤ s) :
    ∫ r in Ioc 0 s, r ^ 4 * exp (-(c * r)) = 24 / c ^ 5 -
      (1 / c * s ^ 4 + 4 / c ^ 2 * s ^ 3 + 12 / c ^ 3 * s ^ 2 + 24 / c ^ 4 * s + 24 / c ^ 5)
        * exp (-(c * s)) := by
  have hc0 : c ≠ 0 := hc.ne'
  have hd : ∀ r ∈ uIcc 0 s, HasDerivAt (fun r : ℝ => -(1 / c * r ^ 4 + 4 / c ^ 2 * r ^ 3
      + 12 / c ^ 3 * r ^ 2 + 24 / c ^ 4 * r + 24 / c ^ 5) * exp (-(c * r)))
      (r ^ 4 * exp (-(c * r))) r := by
    intro r _
    have he := ((hasDerivAt_id' r).const_mul c).fun_neg.exp
    have hp := ((((((hasDerivAt_pow 4 r).const_mul (1 / c)).fun_add
      ((hasDerivAt_pow 3 r).const_mul (4 / c ^ 2))).fun_add
      ((hasDerivAt_pow 2 r).const_mul (12 / c ^ 3))).fun_add
      ((hasDerivAt_id' r).const_mul (24 / c ^ 4))).fun_add
      (hasDerivAt_const r (24 / c ^ 5))).fun_neg
    refine (hp.fun_mul he).congr_deriv ?_
    norm_num
    field_simp
    ring
  rw [← intervalIntegral.integral_of_le hs, intervalIntegral.integral_eq_sub_of_hasDerivAt hd
    (Continuous.intervalIntegrable (by fun_prop) _ _)]
  simp only [mul_zero, neg_zero, Real.exp_zero]
  ring
```

**(c)** For $c>0$ and $s\ge0$, show that

$$\int_s^\infty r\,e^{-cr}dr=\Big(\frac sc+\frac1{c^2}\Big)e^{-cs}.$$

The function $-(r/c+1/c^2)e^{-cr}$ has derivative $re^{-cr}$, so the part up to $s$ is $1/c^2-(s/c+1/c^2)e^{-cs}$. By (a) the whole integral is $1/c^2$, and subtraction leaves the tail. Lean does the same, with `hu` splitting the half-line at $s$.

```lean
/-- Closed form of the integral of `r * exp (-c r)` over radii beyond `s`. -/
theorem tail_integral {c s : ℝ} (hc : 0 < c) (hs : 0 ≤ s) :
    ∫ r in Ioi s, r * exp (-(c * r)) = (s / c + 1 / c ^ 2) * exp (-(c * s)) := by
  have hc0 : c ≠ 0 := hc.ne'
  have hd : ∀ r ∈ uIcc 0 s, HasDerivAt (fun r : ℝ => -(1 / c * r + 1 / c ^ 2) * exp (-(c * r)))
      (r * exp (-(c * r))) r := by
    intro r _
    have he := ((hasDerivAt_id' r).const_mul c).fun_neg.exp
    have hp := (((hasDerivAt_id' r).const_mul (1 / c)).fun_add
      (hasDerivAt_const r (1 / c ^ 2))).fun_neg
    refine (hp.fun_mul he).congr_deriv ?_
    field_simp
    ring
  have hi := intervalIntegral.integral_eq_sub_of_hasDerivAt hd
    (Continuous.intervalIntegrable (by fun_prop) _ _)
  rw [intervalIntegral.integral_of_le hs] at hi
  simp only [mul_zero, neg_zero, Real.exp_zero] at hi
  -- the tail is the full moment minus the part up to `s`
  obtain ⟨m, hm⟩ := radial_moment 1 hc
  simp only [pow_one, Nat.factorial_one, Nat.cast_one] at m hm
  have hu := setIntegral_union (Ioc_disjoint_Ioi le_rfl) measurableSet_Ioi
    (IntegrableOn.mono_set m (Ioc_subset_Ioi_self (a := s) (b := 0)))
    (IntegrableOn.mono_set m (Ioi_subset_Ioi hs))
  rw [Ioc_union_Ioi_eq_Ioi hs, hm, hi] at hu
  linear_combination -hu
```

**(d)** Let $q(r)=Nr^3e^{-cr}$ with $N$ real and $c>0$. Show that its dipole potential at $s>0$ is

$$\int_0^\infty\frac{\min(r,s)}{\max(r,s)^2}\,q(r)\,dr=\frac N{s^2}\int_0^s r^4e^{-cr}dr+sN\int_s^\infty re^{-cr}dr.$$

For $r\le s$ the kernel is $r/s^2$, and the integrand is $(N/s^2)\,r^4e^{-cr}$. For $r>s$ it is $s/r^2$, and the integrand is $sN\,re^{-cr}$. These are `e1` and `e2`; `i1` and `i2` give the integrability needed to add the two ranges.

```lean
/-- Dipole potential at radius `s` of the density `N r ^ 3 exp (-c r)`, as the sum of the
contributions from inside and outside `s`. -/
theorem dipole_potential (N : ℝ) {c s : ℝ} (hc : 0 < c) (hs : 0 < s) :
    ∫ r in Ioi (0 : ℝ), min r s / max r s ^ 2 * (N * (r ^ 3 * exp (-(c * r)))) =
      N / s ^ 2 * (∫ r in Ioc 0 s, r ^ 4 * exp (-(c * r))) +
      s * N * ∫ r in Ioi s, r * exp (-(c * r)) := by
  have e1 : EqOn (fun r => N / s ^ 2 * (r ^ 4 * exp (-(c * r))))
      (fun r => min r s / max r s ^ 2 * (N * (r ^ 3 * exp (-(c * r))))) (Ioc 0 s) := by
    intro r hr
    simp only [min_eq_left hr.2, max_eq_right hr.2]
    ring
  have e2 : EqOn (fun r => s * N * (r * exp (-(c * r))))
      (fun r => min r s / max r s ^ 2 * (N * (r ^ 3 * exp (-(c * r))))) (Ioi s) := by
    intro r hr
    have hr' : s < r := hr
    have h0 : r ≠ 0 := (hs.trans hr').ne'
    simp only [min_eq_right hr'.le, max_eq_left hr'.le]
    field_simp
  have m := (radial_moment 1 hc).1
  simp only [pow_one] at m
  have i1 := IntegrableOn.congr_fun (IntegrableOn.mono_set
    ((radial_moment 4 hc).1.const_mul (N / s ^ 2)) Ioc_subset_Ioi_self) e1 measurableSet_Ioc
  have i2 := IntegrableOn.congr_fun (IntegrableOn.mono_set
    (m.const_mul (s * N)) (Ioi_subset_Ioi hs.le)) e2 measurableSet_Ioi
  rw [← Ioc_union_Ioi_eq_Ioi hs.le, setIntegral_union (Ioc_disjoint_Ioi le_rfl)
    measurableSet_Ioi i1 i2, ← setIntegral_congr_fun measurableSet_Ioc e1,
    ← setIntegral_congr_fun measurableSet_Ioi e2, integral_const_mul, integral_const_mul]
```

**(e)** For the same density, show that the ordered form is

$$2\int_0^\infty s\,q(s)\int_s^\infty\frac{q(r)}{r^2}\,dr\,ds=\frac{21N^2}{4c^7}.$$

By (c) the inner integral is $N(s/c+1/c^2)e^{-cs}$. Multiplying by $s\,q(s)=Ns^4e^{-cs}$ gives $N^2(s^5/c+s^4/c^2)e^{-2cs}$, which is `h` in the proof. With (a) at exponent $2c$,

$$2N^2\Big(\frac{120}{64c^7}+\frac{24}{32c^7}\Big)=\frac{21N^2}{4c^7}.$$

```lean
/-- The ordered dipole integral of the density `N r ^ 3 exp (-c r)`. -/
theorem orderedG1_exponential (N : ℝ) {c : ℝ} (hc : 0 < c) :
    orderedG1 (fun r => N * (r ^ 3 * exp (-(c * r)))) = 21 * N ^ 2 / (4 * c ^ 7) := by
  have h2 : 0 < 2 * c := by positivity
  have h : ∀ s ∈ Ioi (0 : ℝ), s * (N * (s ^ 3 * exp (-(c * s)))) *
      (∫ r in Ioi s, N * (r ^ 3 * exp (-(c * r))) / r ^ 2) =
      N ^ 2 / c * (s ^ 5 * exp (-(2 * c * s))) + N ^ 2 / c ^ 2 * (s ^ 4 * exp (-(2 * c * s))) := by
    intro s hs
    have hs' : 0 < s := hs
    have hi : ∫ r in Ioi s, N * (r ^ 3 * exp (-(c * r))) / r ^ 2 =
        N * ((s / c + 1 / c ^ 2) * exp (-(c * s))) := by
      rw [← tail_integral hc hs'.le, ← integral_const_mul]
      refine setIntegral_congr_fun measurableSet_Ioi fun r hr => ?_
      have h0 : r ≠ 0 := (hs'.trans hr).ne'
      rw [div_eq_iff (pow_ne_zero 2 h0)]
      ring
    have hE : exp (-(2 * c * s)) = exp (-(c * s)) ^ 2 := by
      rw [sq, ← Real.exp_add]; ring_nf
    rw [hi, hE]
    ring
  simp only [orderedG1]
  rw [setIntegral_congr_fun measurableSet_Ioi h,
    integral_add ((radial_moment 5 h2).1.const_mul _) ((radial_moment 4 h2).1.const_mul _),
    integral_const_mul, integral_const_mul, (radial_moment 5 h2).2, (radial_moment 4 h2).2]
  simp only [show Nat.factorial 5 = 120 from rfl, show Nat.factorial 4 = 24 from rfl]
  push_cast
  field_simp
  ring
```

**(f)** Show that the full double integral of this density has the same value,

$$G^1=\frac{21N^2}{4c^7}.$$

Insert (b) and (c) into (d) and multiply by $q(s)$. The $s^5$ terms cancel and the $s^4$ terms combine, leaving

$$N^2\Big[\frac{24}{c^5}se^{-cs}-\Big(\frac{3s^4}{c^2}+\frac{12s^3}{c^3}+\frac{24s^2}{c^4}+\frac{24s}{c^5}\Big)e^{-2cs}\Big].$$

This is again `h`. Integrating term by term with (a),

$$\frac{N^2}{c^7}\Big(24-\frac94-\frac92-6-6\Big)=\frac{21N^2}{4c^7}.$$

```lean
/-- The full dipole Slater integral of the density `N r ^ 3 exp (-c r)`. -/
theorem slaterG1_exponential (N : ℝ) {c : ℝ} (hc : 0 < c) :
    slaterG1 (fun r => N * (r ^ 3 * exp (-(c * r)))) = 21 * N ^ 2 / (4 * c ^ 7) := by
  have h2 : 0 < 2 * c := by positivity
  have h : ∀ s ∈ Ioi (0 : ℝ), N * (s ^ 3 * exp (-(c * s))) *
      (∫ r in Ioi (0 : ℝ), min r s / max r s ^ 2 * (N * (r ^ 3 * exp (-(c * r))))) =
      24 * N ^ 2 / c ^ 5 * (s ^ 1 * exp (-(c * s))) -
      (3 * N ^ 2 / c ^ 2 * (s ^ 4 * exp (-(2 * c * s))) +
        12 * N ^ 2 / c ^ 3 * (s ^ 3 * exp (-(2 * c * s))) +
        24 * N ^ 2 / c ^ 4 * (s ^ 2 * exp (-(2 * c * s))) +
        24 * N ^ 2 / c ^ 5 * (s ^ 1 * exp (-(2 * c * s)))) := by
    intro s hs
    have hs' : 0 < s := hs
    have hE : exp (-(2 * c * s)) = exp (-(c * s)) ^ 2 := by
      rw [sq, ← Real.exp_add]; ring_nf
    rw [dipole_potential N hc hs', inner_integral hc hs'.le, tail_integral hc hs'.le, hE]
    generalize exp (-(c * s)) = E
    field_simp
    ring
  -- integrate term by term
  have i0 := (radial_moment 1 hc).1.const_mul (24 * N ^ 2 / c ^ 5)
  have i4 := (radial_moment 4 h2).1.const_mul (3 * N ^ 2 / c ^ 2)
  have i3 := (radial_moment 3 h2).1.const_mul (12 * N ^ 2 / c ^ 3)
  have i2 := (radial_moment 2 h2).1.const_mul (24 * N ^ 2 / c ^ 4)
  have i1 := (radial_moment 1 h2).1.const_mul (24 * N ^ 2 / c ^ 5)
  have t1 := integral_add i4 i3
  have t2 := integral_add (i4.add i3) i2
  have t3 := integral_add ((i4.add i3).add i2) i1
  have t4 := integral_sub i0 (((i4.add i3).add i2).add i1)
  simp only [Pi.add_apply] at t2 t3 t4
  simp only [slaterG1]
  rw [setIntegral_congr_fun measurableSet_Ioi h, t4, t3, t2, t1]
  simp only [integral_const_mul]
  rw [(radial_moment 1 hc).2, (radial_moment 4 h2).2, (radial_moment 3 h2).2,
    (radial_moment 2 h2).2, (radial_moment 1 h2).2]
  simp only [show Nat.factorial 4 = 24 from rfl, show Nat.factorial 3 = 6 from rfl,
    show Nat.factorial 2 = 2 from rfl, show Nat.factorial 1 = 1 from rfl]
  push_cast
  field_simp
  ring
```

**(g)** For the orbitals with exponents $a,b>0$, show that both forms equal

$$G^1=\frac{28\,a^3b^5}{(a+b)^7}.$$

The density is $Nr^3e^{-cr}$ with $c=a+b$ and $N=4\sqrt{a^3}\sqrt{b^5/3}$, so $N^2=16a^3b^5/3$. Insert these into (e) and (f). In the proof, `hq` identifies the density and `hN` squares the prefactor.

```lean
/-- The dipole exchange integral of 1s and 2p orbitals with exponents `a` and `b` is
`28 a³ b⁵ / (a + b)⁷`, in the ordered form and as the full double integral. -/
theorem screened_exchange {a b : ℝ} (ha : 0 < a) (hb : 0 < b) :
    orderedG1 (exchangeDensity a b) = 28 * a ^ 3 * b ^ 5 / (a + b) ^ 7 ∧
    slaterG1 (exchangeDensity a b) = 28 * a ^ 3 * b ^ 5 / (a + b) ^ 7 := by
  have hab : 0 < a + b := by positivity
  have hq : exchangeDensity a b =
      fun r => (4 * √(a ^ 3) * √(b ^ 5 / 3)) * (r ^ 3 * exp (-((a + b) * r))) := by
    funext r
    have hE : exp (-((a + b) * r)) = exp (-(a * r)) * exp (-(b * r)) := by
      rw [← Real.exp_add]; ring_nf
    simp only [exchangeDensity, radial1s, radial2p, hE]
    ring
  have hN : (4 * √(a ^ 3) * √(b ^ 5 / 3)) ^ 2 = 16 * a ^ 3 * b ^ 5 / 3 := by
    rw [mul_pow, mul_pow, Real.sq_sqrt (show (0 : ℝ) ≤ a ^ 3 by positivity),
      Real.sq_sqrt (show (0 : ℝ) ≤ b ^ 5 / 3 by positivity)]
    ring
  have hv : 21 * (16 * a ^ 3 * b ^ 5 / 3) / (4 * (a + b) ^ 7) =
      28 * a ^ 3 * b ^ 5 / (a + b) ^ 7 := by
    field_simp
    ring
  rw [hq, orderedG1_exponential _ hab, slaterG1_exponential _ hab, hN]
  exact ⟨hv, hv⟩
```

**(h)** The 1s and 2p orbitals of hydrogen have $a=1$ and $b=\tfrac12$. Show that the exchange density formed from them is

$$q(r)=\frac{r^3e^{-3r/2}}{\sqrt6}.$$

The exponents add to $\tfrac32$. Since $b^5/3=1/96$, its root is $1/(4\sqrt6)$, and the prefactor is $4/(4\sqrt6)=1/\sqrt6$.

```lean
/-- For exponents 1 and 1/2 the exchange density is `r³ exp (-3r/2) / √6`. -/
theorem hydrogen_density (r : ℝ) :
    exchangeDensity 1 (1 / 2) r = r ^ 3 * exp (-3 * r / 2) / √6 := by
  have h6 : √(6 : ℝ) ^ 2 = 6 := Real.sq_sqrt (by norm_num)
  have hs : √((1 / 2 : ℝ) ^ 5 / 3) = 1 / (4 * √6) := by
    rw [show (1 / 2 : ℝ) ^ 5 / 3 = (1 / (4 * √6)) ^ 2 by
      rw [div_pow 1 (4 * √6), mul_pow, h6]; norm_num]
    exact Real.sqrt_sq (by positivity)
  have hE : exp (-3 * r / 2) = exp (-(1 * r)) * exp (-(1 / 2 * r)) := by
    rw [← Real.exp_add]; ring_nf
  simp only [exchangeDensity, radial1s, radial2p, hs, hE, one_pow, Real.sqrt_one]
  ring
```

**(i)** Show that for these hydrogen orbitals both forms give

$$G^1=\frac{112}{2187}.$$

From (g),

$$\frac{28/32}{(3/2)^7}=\frac78\cdot\frac{128}{2187}=\frac{112}{2187}.$$

Lean uses (h) to recognise the density and then (g). The number can test a radial-integral routine in an atomic-structure code, for fixed hydrogenic orbitals with nuclear charge 1, without relaxation or correlation.

```lean
/-- The dipole exchange integral of the hydrogen (nuclear charge 1) 1s and 2p orbitals, with density
`r³ exp (-3r/2) / √6`, is `112/2187` in atomic units, in the ordered form and as the full double
integral. -/
theorem hydrogen_exchange :
    orderedG1 (fun r => r ^ 3 * exp (-3 * r / 2) / √6) = 112 / 2187 ∧
    slaterG1 (fun r => r ^ 3 * exp (-3 * r / 2) / √6) = 112 / 2187 := by
  have hq : (fun r : ℝ => r ^ 3 * exp (-3 * r / 2) / √6) = exchangeDensity 1 (1 / 2) :=
    funext fun r => (hydrogen_density r).symm
  obtain ⟨h1, h2⟩ := screened_exchange (a := 1) (b := 1 / 2) (by norm_num) (by norm_num)
  rw [hq, h1, h2]
  constructor <;> norm_num
```

**(j)** Check that the prefactors normalise both orbitals for every exponent $a>0$ (for the 2p function, put $b=a$):

$$\int_0^\infty (rR_{1s})^2dr=1,\qquad\int_0^\infty (rR_{2p})^2dr=1.$$

By (a) at exponent $2a$,

$$4a^3\cdot\frac{2}{8a^3}=1,\qquad \frac{4a^5}{3}\cdot\frac{24}{32a^5}=1.$$

The steps `hs` and `hp` square the orbitals, and the two moments finish the proof.

```lean
/-- The 1s and 2p radial functions are normalised for every positive exponent. -/
theorem orbitals_normalised {a : ℝ} (ha : 0 < a) :
    ∫ r in Ioi (0 : ℝ), (r * radial1s a r) ^ 2 = 1 ∧
    ∫ r in Ioi (0 : ℝ), (r * radial2p a r) ^ 2 = 1 := by
  have h2 : 0 < 2 * a := by positivity
  have hE : ∀ r, exp (-(2 * a * r)) = exp (-(a * r)) ^ 2 := by
    intro r
    rw [sq, ← Real.exp_add]; ring_nf
  have hs : ∀ r, (r * radial1s a r) ^ 2 = 4 * a ^ 3 * (r ^ 2 * exp (-(2 * a * r))) := by
    intro r
    rw [hE, radial1s]
    linear_combination 4 * r ^ 2 * exp (-(a * r)) ^ 2 *
      Real.sq_sqrt (show (0 : ℝ) ≤ a ^ 3 by positivity)
  have hp : ∀ r, (r * radial2p a r) ^ 2 = 4 * a ^ 5 / 3 * (r ^ 4 * exp (-(2 * a * r))) := by
    intro r
    rw [hE, radial2p]
    linear_combination 4 * r ^ 4 * exp (-(a * r)) ^ 2 *
      Real.sq_sqrt (show (0 : ℝ) ≤ a ^ 5 / 3 by positivity)
  simp only [hs, hp, integral_const_mul]
  rw [(radial_moment 2 h2).2, (radial_moment 4 h2).2]
  simp only [show Nat.factorial 4 = 24 from rfl, show Nat.factorial 2 = 2 from rfl]
  push_cast
  constructor <;> field_simp <;> norm_num

end

end DipoleExchange1s2p
```

```lean
#print axioms DipoleExchange1s2p.screened_exchange
#print axioms DipoleExchange1s2p.hydrogen_exchange
#print axioms DipoleExchange1s2p.orbitals_normalised
```

```
'DipoleExchange1s2p.screened_exchange' depends on axioms: [propext, Classical.choice, Quot.sound]
'DipoleExchange1s2p.hydrogen_exchange' depends on axioms: [propext, Classical.choice, Quot.sound]
'DipoleExchange1s2p.orbitals_normalised' depends on axioms: [propext, Classical.choice, Quot.sound]
```
